# Descartes' relation for four mutually externally tangent discs in the plane

Three round discs lie flat on a table, each touching the other two. A small gap with three curved sides remains between them. How large is the disc that sits in this gap and touches all three? The question arises for the holes in a close-packed layer of atoms, and in two-dimensional models of mixtures of large and small colloidal particles.

Let the four discs have radii a, b, c and d. The bend of a disc is the reciprocal of its radius, also called its curvature:

k₁ = 1/a, k₂ = 1/b, k₃ = 1/c, k₄ = 1/d.

If all six pairs are externally tangent, so that each distance between centres is the sum of the two radii, then

(k₁ + k₂ + k₃ + k₄)² = 2(k₁² + k₂² + k₃² + k₄²).

All radii are positive here. Descartes' theorem is often stated with signed bends, so that one circle may enclose the other three; such a circle is not a disc in the present sense, and neither is a straight line of bend zero.

## From contact distances to bends

Let u, v and w be the vectors from the centre of the fourth disc to the centres of the first, second and third. Contact with the fourth disc fixes their lengths:

|u| = a + d, |v| = b + d, |w| = c + d.

The first two discs also touch, so |u − v| = a + b. The law of cosines gives

u·v = [(a + d)² + (b + d)² − (a + b)²]/2 = d² + ad + bd − ab = (a + d)(b + d) − 2ab.

In the same way,

v·w = (b + d)(c + d) − 2bc,

u·w = (a + d)(c + d) − 2ac.

Three vectors in a plane are linearly dependent, so the determinant of their scalar products, the Gram determinant, is zero:

|u|²|v|²|w|² + 2(u·v)(v·w)(u·w) − |u|²(v·w)² − |v|²(u·w)² − |w|²(u·v)² = 0.

Now insert the scalar products. The terms that contain none or only one of the products 2ab, 2bc, 2ac cancel. With

X = 2bc(a + d), Y = 2ac(b + d), Z = 2ab(c + d),

what remains is

2(XY + YZ + ZX) − X² − Y² − Z² − 16a²b²c² = 0.

Write p = bcd, q = acd, t = abd and s = abc. Then X = 2(s + p), Y = 2(s + q) and Z = 2(s + t). Substitution and division by 4 give

2(pq + pt + ps + qt + qs + ts) − (p² + q² + t² + s²) = 0.

Adding 2(p² + q² + t² + s²) to both sides completes the square:

(p + q + t + s)² = 2(p² + q² + t² + s²).

Finally, divide by (abcd)². Since p/(abcd) = 1/a, and similarly for the others, this is the stated relation between the bends.

## The size of the disc in the gap

Let σ = k₁ + k₂ + k₃ and e = k₁k₂ + k₂k₃ + k₃k₁. Since k₁² + k₂² + k₃² = σ² − 2e, the relation becomes a quadratic equation for k₄:

(k₄ − σ)² = 4e, so k₄ = σ ± 2√e.

If the fourth disc is no larger than any of the others, the plus sign holds. To see this, suppose that k₄ < σ, and label the first two discs so that k₁ ≤ k₂. Because k₄ ≥ k₃ and k₄ ≥ k₂, the positive number σ − k₄ is at most k₁ + k₂ and also at most k₁ + k₃. Hence

(σ − k₄)² ≤ (k₁ + k₂)(k₁ + k₃) = k₁² + e ≤ k₁k₂ + e < 2e,

which contradicts (σ − k₄)² = 4e.

Suppose next that two discs, of different bends k and k′, each complete the same three. Subtracting their two relations gives

k² − k′² = 2σ(k − k′),

and division by k − k′ leaves k + k′ = 2σ.

For three equal discs of radius R and a fourth of radius r, multiplying Descartes' relation by R²r² gives

(3r + R)² = 6r² + 2R², that is, 3(r + R)² = 4R².

Both r + R and R are positive, so r = (2/√3 − 1)R ≈ 0.155 R. This is the triangular hole of a close-packed layer. The same ratio applies to hard spheres whose four centres lie in one plane, since that plane cuts them in tangent discs. It does not apply to spheres of unequal size that all rest on a flat surface, because their centres lie at different heights: a small sphere on the surface that touches three equal, mutually touching ones has r = R/3.

In a simulation of a hard-disc mixture, these formulae give the size of a small disc that just fits into the pocket between three larger ones in contact. Applying them to atoms takes one further step: each atom must be assigned a contact radius, and the computed size of the hole depends on that choice.

## Discs, bends and contact in Lean

The development has its own namespace.

```lean
import Mathlib

namespace DescartesInterstices

noncomputable section
```

A disc consists of a centre and a radius, together with a proof that the radius is positive. The type `EuclideanSpace ℝ (Fin 2)` is the plane with its ordinary distance; its two coordinates are numbered 0 and 1.

```lean
/-- A disc in the Euclidean plane, given by its centre and its positive radius. -/
structure Disc where
  centre : EuclideanSpace ℝ (Fin 2)
  radius : ℝ
  radius_pos : 0 < radius
```

The bend is a real number computed from the radius. No unit of length is fixed, so a bend stands for an inverse length in whatever unit the radii use.

```lean
/-- The bend (curvature) of a disc is the reciprocal of its radius. -/
def Disc.bend (A : Disc) : ℝ := 1 / A.radius
```

The name `Tangent` always means external tangency. Internal contact, where the distance between centres is the difference of the radii, does not satisfy it.

```lean
/-- Two discs are externally tangent when the distance of their centres is the sum
of their radii. -/
def Tangent (A B : Disc) : Prop :=
  dist A.centre B.centre = A.radius + B.radius
```

Mutual tangency is the conjunction of the six pair conditions. It assumes a configuration in which all the contacts are present; it does not construct a fourth disc from three given ones.

```lean
/-- Four discs are mutually tangent when each of the six pairs is externally tangent. -/
def MutuallyTangent (A B C D : Disc) : Prop :=
  Tangent A B ∧ Tangent A C ∧ Tangent B C ∧ Tangent A D ∧ Tangent B D ∧ Tangent C D
```

## Contact in Cartesian coordinates

The derivation uses squared distances, whereas the definition of contact uses distances. The next theorem shows that the two forms are equivalent.

```lean
/-- External tangency in Cartesian coordinates: the squared distance of the centres is the
square of the sum of the radii. -/
theorem tangent_iff (A B : Disc) :
    Tangent A B ↔ (A.centre 0 - B.centre 0) ^ 2 + (A.centre 1 - B.centre 1) ^ 2
      = (A.radius + B.radius) ^ 2 := by
  have hA := A.radius_pos
  have hB := B.radius_pos
  unfold Tangent
  rw [← sq_eq_sq₀ dist_nonneg (by positivity), EuclideanSpace.dist_eq,
    Real.sq_sqrt (by positivity), Fin.sum_univ_two, Real.dist_eq, Real.dist_eq,
    sq_abs, sq_abs]
```

Both the distance and the sum of the radii are nonnegative, so they are equal exactly when their squares are equal; this is the use of `sq_eq_sq₀`. The remaining rewrites express the squared distance as the sum of two squared coordinate differences.

## The vanishing Gram determinant

Here u, v and w are given by their components, with subscripts 1 and 2.

```lean
/-- The Gram determinant of three vectors u, v, w in the plane vanishes. -/
theorem plane_gram (u₁ u₂ v₁ v₂ w₁ w₂ : ℝ) :
    (u₁ ^ 2 + u₂ ^ 2) * (v₁ ^ 2 + v₂ ^ 2) * (w₁ ^ 2 + w₂ ^ 2)
      + 2 * (u₁ * v₁ + u₂ * v₂) * (v₁ * w₁ + v₂ * w₂) * (u₁ * w₁ + u₂ * w₂)
      - (u₁ ^ 2 + u₂ ^ 2) * (v₁ * w₁ + v₂ * w₂) ^ 2
      - (v₁ ^ 2 + v₂ ^ 2) * (u₁ * w₁ + u₂ * w₂) ^ 2
      - (w₁ ^ 2 + w₂ ^ 2) * (u₁ * v₁ + u₂ * v₂) ^ 2 = 0 := by
  ring
```

The derivation above obtained the zero from linear dependence. In components it is a polynomial identity in six real variables, which `ring` verifies by expansion.

## The relation between radii

Next comes the relation between p, q, t and s, written out as products of three radii. It contains no division.

```lean
/-- The relation between the radii of four mutually tangent discs, free of denominators. -/
theorem radii_relation {A B C D : Disc} (h : MutuallyTangent A B C D) :
    (B.radius * C.radius * D.radius + A.radius * C.radius * D.radius
      + A.radius * B.radius * D.radius + A.radius * B.radius * C.radius) ^ 2
    = 2 * ((B.radius * C.radius * D.radius) ^ 2 + (A.radius * C.radius * D.radius) ^ 2
      + (A.radius * B.radius * D.radius) ^ 2 + (A.radius * B.radius * C.radius) ^ 2) := by
  obtain ⟨hAB, hAC, hBC, hAD, hBD, hCD⟩ := h
  rw [tangent_iff] at hAB hAC hBC hAD hBD hCD
  -- the law of cosines gives the scalar products of the vectors that start at D
  have dot : ∀ x₁ x₂ y₁ y₂ z₁ z₂ a b d : ℝ,
      (x₁ - y₁) ^ 2 + (x₂ - y₂) ^ 2 = (a + b) ^ 2 →
      (x₁ - z₁) ^ 2 + (x₂ - z₂) ^ 2 = (a + d) ^ 2 →
      (y₁ - z₁) ^ 2 + (y₂ - z₂) ^ 2 = (b + d) ^ 2 →
      (x₁ - z₁) * (y₁ - z₁) + (x₂ - z₂) * (y₂ - z₂) = d ^ 2 + a * d + b * d - a * b := by
    intro x₁ x₂ y₁ y₂ z₁ z₂ a b d h₁ h₂ h₃
    linear_combination (h₂ + h₃ - h₁) / 2
  have G := plane_gram (A.centre 0 - D.centre 0) (A.centre 1 - D.centre 1)
    (B.centre 0 - D.centre 0) (B.centre 1 - D.centre 1)
    (C.centre 0 - D.centre 0) (C.centre 1 - D.centre 1)
  rw [dot _ _ _ _ _ _ _ _ _ hAB hAD hBD, dot _ _ _ _ _ _ _ _ _ hBC hBD hCD,
    dot _ _ _ _ _ _ _ _ _ hAC hAD hCD, hAD, hBD, hCD] at G
  linear_combination G / 4
```

The auxiliary statement `dot` is the law of cosines for three points x, y and z with radii a, b and d. From the three contact equations it derives the scalar product of the vectors that start at z. The proof takes half of the second equation plus the third minus the first, just as in the formula for u·v.

The equation `G` is the Gram identity for the vectors from the centre of `D`. Rewriting replaces its scalar products and squared lengths by expressions in the radii. The final `linear_combination G / 4` carries out the expansion that was organised above with X, Y and Z, including the division by 4.

## Descartes' relation between bends

The theorem `descartes` has mutual tangency as its only hypothesis. Positivity of the radii is already part of each disc.

```lean
/-- Descartes' theorem: for four mutually tangent discs, the square of the sum of the bends
is twice the sum of their squares. -/
theorem descartes {A B C D : Disc} (h : MutuallyTangent A B C D) :
    (A.bend + B.bend + C.bend + D.bend) ^ 2
      = 2 * (A.bend ^ 2 + B.bend ^ 2 + C.bend ^ 2 + D.bend ^ 2) := by
  have hr := radii_relation h
  have hA := A.radius_pos.ne'
  have hB := B.radius_pos.ne'
  have hC := C.radius_pos.ne'
  have hD := D.radius_pos.ne'
  unfold Disc.bend
  generalize A.radius = a at *
  generalize B.radius = b at *
  generalize C.radius = c at *
  generalize D.radius = d at *
  -- each bend is a product of three radii over the product of all four
  have e₁ : 1 / a = b * c * d * (1 / (a * b * c * d)) := by field_simp
  have e₂ : 1 / b = a * c * d * (1 / (a * b * c * d)) := by field_simp
  have e₃ : 1 / c = a * b * d * (1 / (a * b * c * d)) := by field_simp
  have e₄ : 1 / d = a * b * c * (1 / (a * b * c * d)) := by field_simp
  rw [e₁, e₂, e₃, e₄]
  linear_combination (1 / (a * b * c * d)) ^ 2 * hr
```

After the `generalize` steps, the letters `a`, `b`, `c` and `d` denote radii, as in the derivation. The equations `e₁` to `e₄` write each bend as a product of three radii times 1/(abcd). The relation between radii, multiplied by the square of this common factor, then gives the result.

## Selecting the interstitial disc

The theorem `interstice_bend` adds three hypotheses: the radius of `D` is at most that of each other disc. They identify the interstitial disc by its size, and the statement says nothing about where its centre lies.

```lean
/-- If the fourth of four mutually tangent discs is no larger than any of the others, its bend
is the sum of their bends plus twice the root of the sum of their pairwise products. -/
theorem interstice_bend {A B C D : Disc} (h : MutuallyTangent A B C D)
    (hA : D.radius ≤ A.radius) (hB : D.radius ≤ B.radius) (hC : D.radius ≤ C.radius) :
    D.bend = A.bend + B.bend + C.bend
      + 2 * √(A.bend * B.bend + B.bend * C.bend + C.bend * A.bend) := by
  have hk := descartes h
  have ha : 0 < A.bend := one_div_pos.mpr A.radius_pos
  have hb : 0 < B.bend := one_div_pos.mpr B.radius_pos
  have hc : 0 < C.bend := one_div_pos.mpr C.radius_pos
  have had : A.bend ≤ D.bend := one_div_le_one_div_of_le D.radius_pos hA
  have hbd : B.bend ≤ D.bend := one_div_le_one_div_of_le D.radius_pos hB
  have hcd : C.bend ≤ D.bend := one_div_le_one_div_of_le D.radius_pos hC
  generalize A.bend = a at *
  generalize B.bend = b at *
  generalize C.bend = c at *
  generalize D.bend = d at *
  have hq : a * b + b * c + c * a = ((d - (a + b + c)) / 2) ^ 2 := by
    linear_combination hk / 4
  have hab := mul_pos ha hb
  have hbc := mul_pos hb hc
  have hca := mul_pos hc ha
  -- the smaller root of the quadratic equation is excluded by the size of the disc
  have hs : a + b + c ≤ d := by
    by_contra hn
    have hn' : 0 ≤ a + b + c - d := by linarith
    rcases le_total a b with hle | hle
    · have h₁ : (a + b + c - d) * (a + b + c - d) ≤ (a + b) * (a + c) :=
        mul_le_mul (by linarith) (by linarith) hn' (by linarith)
      have h₂ : a * a ≤ a * b := mul_le_mul_of_nonneg_left hle ha.le
      nlinarith
    · have h₁ : (a + b + c - d) * (a + b + c - d) ≤ (a + b) * (b + c) :=
        mul_le_mul (by linarith) (by linarith) hn' (by linarith)
      have h₂ : b * b ≤ b * a := mul_le_mul_of_nonneg_left hle hb.le
      nlinarith
  rw [hq, Real.sqrt_sq (by linarith)]
  ring
```

In this proof `a`, `b`, `c` and `d` denote bends, not radii. The equation `hq` is e = ((k₄ − σ)/2)². The inequality `hs` says that σ ≤ k₄ and thereby selects the plus sign. Its proof by contradiction treats k₁ ≤ k₂ and k₂ ≤ k₁ separately, where the derivation relabelled the discs. In each case `h₁` is the product estimate and `h₂` bounds the remaining square; `nlinarith` combines them with `hq` and the positive products. Once the sign is known, the square root of the square simplifies to (k₄ − σ)/2.

The size condition does select something. Bends 2, 2, 3 and 15 satisfy Descartes' relation. If 2, 2 and 15 are taken as the given three, then σ = 19 and e = 64, and the bend 3 is the root with the minus sign, 19 − 16.

## Two discs touching the same three

In the next theorem, `D` and `D'` each complete the discs `A`, `B` and `C`. No contact between `D` and `D'` is assumed.

```lean
/-- If two discs of different bends each complete the same three discs to a mutually tangent
four, their bends add up to twice the sum of the three bends. -/
theorem bend_add_bend {A B C D D' : Disc} (h : MutuallyTangent A B C D)
    (h' : MutuallyTangent A B C D') (hne : D.bend ≠ D'.bend) :
    D.bend + D'.bend = 2 * (A.bend + B.bend + C.bend) := by
  apply mul_left_cancel₀ (sub_ne_zero.mpr hne)
  linear_combination descartes h' - descartes h
```

The proof subtracts one Descartes relation from the other and cancels the nonzero difference of bends. The hypothesis `hne` rules out using the same disc twice. For three equal discs the second root is (3 − 2√3)/R, which is negative, so in that case no pair `D`, `D'` satisfies the hypotheses.

## The triangular hole

For three equal discs no size condition on the fourth is needed, because only one root gives a positive radius.

```lean
/-- A disc externally tangent to each of three equal, mutually tangent discs has 2/√3 - 1 times
their radius. -/
theorem triangular_hole {A B C D : Disc} (h : MutuallyTangent A B C D)
    (hB : B.radius = A.radius) (hC : C.radius = A.radius) :
    D.radius = (2 / √3 - 1) * A.radius := by
  have hr := radii_relation h
  rw [hB, hC] at hr
  have hR := A.radius_pos
  have hD := D.radius_pos
  have key : 3 * (D.radius + A.radius) ^ 2 = 4 * A.radius ^ 2 := by
    apply mul_left_cancel₀ (pow_ne_zero 4 hR.ne')
    linear_combination hr
  have root : √3 * (D.radius + A.radius) = 2 * A.radius := by
    apply (sq_eq_sq₀ (by positivity) (by positivity)).mp
    rw [mul_pow, Real.sq_sqrt (by norm_num)]
    linarith
  have h3 : √3 ≠ 0 := by positivity
  have hsum : D.radius + A.radius = 2 * A.radius / √3 := by
    rw [eq_div_iff h3]
    linarith
  linear_combination hsum
```

The proof starts from the relation between radii, in which R⁴ is a common factor once the three radii are equal. Cancelling it gives `key`, the equation 3(r + R)² = 4R². The step `root` takes the positive square root, and the last lines divide by √3 and subtract R.

## A configuration with bends 2, 2, 3 and 15

Explicit centres and radii show that four discs can satisfy all six contact conditions.

```lean
/-- Discs of radii 1/2, 1/2, 1/3 and 1/15 with the given centres are mutually tangent. -/
theorem mutuallyTangent_witness :
    MutuallyTangent ⟨!₂[-1 / 2, 0], 1 / 2, by norm_num⟩ ⟨!₂[1 / 2, 0], 1 / 2, by norm_num⟩
      ⟨!₂[0, 2 / 3], 1 / 3, by norm_num⟩ ⟨!₂[0, 4 / 15], 1 / 15, by norm_num⟩ := by
  refine ⟨?_, ?_, ?_, ?_, ?_, ?_⟩ <;> rw [tangent_iff] <;> norm_num

end

end DescartesInterstices
```

The theorem `tangent_iff` turns each condition into an equation between rational numbers, which `norm_num` evaluates. For the first and third discs, for example, the squared distance is 1/4 + 4/9 = 25/36, and the squared sum of the radii is (1/2 + 1/3)² = 25/36. The fourth disc is the smallest, and its bend agrees with the interstitial formula: 2 + 2 + 3 + 2√16 = 15.

```lean
#print axioms DescartesInterstices.descartes
#print axioms DescartesInterstices.interstice_bend
#print axioms DescartesInterstices.bend_add_bend
#print axioms DescartesInterstices.triangular_hole
```

```
'DescartesInterstices.descartes' depends on axioms: [propext, Classical.choice, Quot.sound]
'DescartesInterstices.interstice_bend' depends on axioms: [propext, Classical.choice, Quot.sound]
'DescartesInterstices.bend_add_bend' depends on axioms: [propext, Classical.choice, Quot.sound]
'DescartesInterstices.triangular_hole' depends on axioms: [propext, Classical.choice, Quot.sound]
```
